# Centre-of-mass and breathing modes of an ion chain: axial force-constant eigenvalues 1 and 3, in units of the trap's spring constant, at every equilibrium of two or more identical ions at distinct positions on the axis of a harmonic trap

**Q:** The file takes the force as its basic object and fixes the mode matrix by writing down its entries. I would expand a potential about its minimum. Why should a matrix that is simply declared say anything about ions?

**A:** Because a theorem ties it to the force. Take N ions of equal mass m and charge q at positions zᵢ on the axis of a harmonic trap of angular frequency ω, and let ε₀ be the vacuum permittivity. Measure time in units of 1/ω, calling it τ, and length in units of ℓ, so that xᵢ = zᵢ/ℓ with

ℓ³ = q² / (4π ε₀ m ω²).

With Σ′ⱼ for the sum over all j ≠ i, Newton's equation becomes

d²xᵢ/dτ² = Fᵢ(x) = −xᵢ + Cᵢ(x),

Cᵢ(x) = Σ′ⱼ (xᵢ − xⱼ)/|xᵢ − xⱼ|³.

Each term of Cᵢ has magnitude 1/(xᵢ − xⱼ)² and points away from ion j. In Lean the ions are labelled by a finite type `ι` with N elements and no left-to-right order, a configuration is a function `ι → ℝ`, and Σ′ⱼ is the sum over `univ.erase i`.

```lean
import Mathlib

open Matrix Finset

namespace IonChainModes

noncomputable section

variable {ι : Type*} [Fintype ι] [DecidableEq ι]

/-- Coulomb force on ion `i` from all other ions on the axis, in dimensionless units. -/
def coulombForce (x : ι → ℝ) (i : ι) : ℝ :=
  ∑ j ∈ univ.erase i, (x i - x j) / |x i - x j| ^ 3

/-- Net force on ion `i`: harmonic trap force plus Coulomb repulsion. -/
def force (x : ι → ℝ) (i : ι) : ℝ := -x i + coulombForce x i
```

Equilibrium means Fᵢ = 0 for every i, that is xᵢ = Cᵢ(x).

```lean
/-- Equilibrium: for every ion the position equals the Coulomb force on it. -/
def IsEquilibrium (x : ι → ℝ) : Prop := ∀ i, x i = coulombForce x i
```

The matrix A is

Aᵢⱼ = −2/|xᵢ − xⱼ|³ for i ≠ j,

Aᵢᵢ = 1 + Σ′ₖ 2/|xᵢ − xₖ|³.

The 1 on the diagonal is the spring constant mω² of the trap in these units.

```lean
/-- Axial mode matrix: off-diagonal entries `-2/|xᵢ - xⱼ|³`, diagonal entries
`1 + ∑_{k ≠ i} 2/|xᵢ - xₖ|³`. -/
def axialMatrix (x : ι → ℝ) : Matrix ι ι ℝ :=
  Matrix.of fun i j =>
    if i = j then 1 + ∑ k ∈ univ.erase i, 2 / |x i - x k| ^ 3 else -2 / |x i - x j| ^ 3
```

**Q:** Then show me where the −2 comes from, and on both sides of an ion, since the absolute value has a kink.

**A:** Let s ≠ 0 be a separation and σ = ±1 its sign, so that d|s|/ds = σ and sσ = |s|. The quotient rule gives

d/ds (s/|s|³) = (|s|³ − 3sσ|s|²)/|s|⁶ = (|s|³ − 3|s|³)/|s|⁶ = −2/|s|³.

The Lean proof splits into s < 0 and s > 0, takes the slope from `hasDerivAt_abs_neg` or `hasDerivAt_abs_pos`, applies the quotient rule as `fun_div`, clears denominators and ends with `ring`.

```lean
/-- At nonzero separation `s` the pair force `s/|s|³` has derivative `-2/|s|³`. -/
theorem hasDerivAt_pairForce {s : ℝ} (hs : s ≠ 0) :
    HasDerivAt (fun r : ℝ => r / |r| ^ 3) (-2 / |s| ^ 3) s := by
  have habs : |s| ^ 3 ≠ 0 := pow_ne_zero 3 (abs_ne_zero.mpr hs)
  have hn : -s ≠ 0 := neg_ne_zero.mpr hs
  rcases lt_or_gt_of_ne hs with h | h
  · refine ((hasDerivAt_id' s).fun_div ((hasDerivAt_abs_neg h).fun_pow 3) habs).congr_deriv ?_
    simp only [abs_of_neg h]
    rw [div_eq_div_iff (pow_ne_zero _ (pow_ne_zero _ hn)) (pow_ne_zero _ hn)]
    ring
  · refine ((hasDerivAt_id' s).fun_div ((hasDerivAt_abs_pos h).fun_pow 3) habs).congr_deriv ?_
    simp only [abs_of_pos h]
    rw [div_eq_div_iff (pow_ne_zero _ (pow_ne_zero _ hs)) (pow_ne_zero _ hs)]
    ring
```

Next let v be any displacement of the ions. Separating the diagonal term from the rest,

(Av)ᵢ = vᵢ + Σ′ⱼ 2vᵢ/|xᵢ − xⱼ|³ − Σ′ⱼ 2vⱼ/|xᵢ − xⱼ|³ = vᵢ + Σ′ⱼ 2(vᵢ − vⱼ)/|xᵢ − xⱼ|³.

In the proof `add_sum_erase` makes the separation, and `hdiag` and `hoff` supply the two kinds of entry.

```lean
/-- The axial matrix acts on a displacement `v` as the identity plus pair terms that depend on `v`
only through the relative displacements `vᵢ - vⱼ`. -/
theorem axialMatrix_mulVec (x v : ι → ℝ) (i : ι) :
    (axialMatrix x *ᵥ v) i
      = v i + ∑ j ∈ univ.erase i, 2 * (v i - v j) / |x i - x j| ^ 3 := by
  have hoff : ∑ j ∈ univ.erase i, axialMatrix x i j * v j
      = ∑ j ∈ univ.erase i, -2 / |x i - x j| ^ 3 * v j :=
    sum_congr rfl fun j hj => by
      rw [axialMatrix, Matrix.of_apply, if_neg (ne_of_mem_erase hj).symm]
  have hdiag : axialMatrix x i i = 1 + ∑ k ∈ univ.erase i, 2 / |x i - x k| ^ 3 := by
    rw [axialMatrix, Matrix.of_apply, if_pos rfl]
  show ∑ j, axialMatrix x i j * v j = _
  rw [← add_sum_erase _ _ (mem_univ i), hoff, hdiag, add_mul, one_mul, sum_mul, add_assoc,
    ← sum_add_distrib]
  congr 1
  exact sum_congr rfl fun j _ => by ring
```

Now move the ions to x + tv, where t is a real parameter and not time. The separation of ions i and j changes at rate vᵢ − vⱼ, so the chain rule at t = 0 gives

d/dt Fᵢ(x + tv) = −vᵢ − Σ′ⱼ 2(vᵢ − vⱼ)/|xᵢ − xⱼ|³ = −(Av)ᵢ.

This is `hasDerivAt_force`, for every v and i. There `hlin` differentiates one coordinate, `hterm` is the chain rule for one pair, and `HasDerivAt.fun_sum` adds the pairs. It is a statement about derivatives of the force along straight lines; the potential energy never appears.

```lean
/-- For ions at distinct positions, the derivative of the net force along a displacement `v`
is minus the axial matrix applied to `v`. -/
theorem hasDerivAt_force {x : ι → ℝ} (hx : Function.Injective x) (v : ι → ℝ) (i : ι) :
    HasDerivAt (fun t : ℝ => force (x + t • v) i) (-(axialMatrix x *ᵥ v) i) 0 := by
  have hlin : ∀ k, HasDerivAt (fun t : ℝ => (x + t • v) k) (v k) 0 := fun k =>
    (((hasDerivAt_id' (0 : ℝ)).mul_const (v k)).const_add (x k)).congr_deriv (one_mul _)
  -- chain rule for each pair
  have hterm : ∀ j ∈ univ.erase i, HasDerivAt
      (fun t : ℝ => ((x + t • v) i - (x + t • v) j) / |(x + t • v) i - (x + t • v) j| ^ 3)
      (-2 / |x i - x j| ^ 3 * (v i - v j)) 0 := by
    intro j hj
    have hne : x i - x j ≠ 0 := sub_ne_zero.mpr fun h => (ne_of_mem_erase hj).symm (hx h)
    have h1 := (hlin i).fun_sub (hlin j)
    have h2 := HasDerivAt.comp_of_eq (x := (0 : ℝ)) (hasDerivAt_pairForce hne) h1 (by simp)
    exact h2
  unfold force coulombForce
  refine ((hlin i).fun_neg.fun_add (HasDerivAt.fun_sum hterm)).congr_deriv ?_
  rw [axialMatrix_mulVec, neg_add, ← sum_neg_distrib]
  congr 1
  exact sum_congr rfl fun j _ => by ring
```

Linearising Newton's equation about an equilibrium then gives d²v/dτ² = −Av, so an eigenvalue λ of A corresponds to the angular frequency ω√λ.

**Q:** What is the hypothesis `Function.Injective x` doing there?

**A:** It says that no two ions share a position, which physically the repulsion enforces. It is stated explicitly because division by zero returns 0 in Lean: coincident ions would exert no force on each other, x = 0 would count as an equilibrium for any N, and the identities, above and below, that lack this hypothesis describe ions only at distinct positions.

**Q:** I know the matrix described differently, by its off-diagonal entries and the rule that each row sums to 1.

**A:** The two descriptions agree. If a matrix M has Mᵢⱼ = −2/|xᵢ − xⱼ|³ for i ≠ j and Σⱼ Mᵢⱼ = 1, then

Mᵢᵢ = 1 − Σ′ₖ Mᵢₖ = 1 + Σ′ₖ 2/|xᵢ − xₖ|³ = Aᵢᵢ.

The unit row sum expresses that a rigid shift of the chain changes no separation and is resisted by the trap alone. In Lean `hs` evaluates the off-diagonal sum and `linarith` solves for the diagonal entry. Everything proved for `axialMatrix x` passes to such an M by substitution.

```lean
/-- A matrix with off-diagonal entries `-2/|xᵢ - xⱼ|³` and all row sums equal to one is the
axial matrix. -/
theorem eq_axialMatrix (x : ι → ℝ) (M : Matrix ι ι ℝ)
    (hoff : ∀ i j, i ≠ j → M i j = -2 / |x i - x j| ^ 3) (hrow : ∀ i, ∑ j, M i j = 1) :
    M = axialMatrix x := by
  ext i j
  rw [axialMatrix, Matrix.of_apply]
  by_cases h : i = j
  · subst h
    have hs : ∑ k ∈ univ.erase i, M i k = -∑ k ∈ univ.erase i, 2 / |x i - x k| ^ 3 := by
      rw [← sum_neg_distrib]
      exact sum_congr rfl fun k hk => by rw [hoff i k (ne_of_mem_erase hk).symm]; ring
    have h1 := hrow i
    rw [← add_sum_erase _ _ (mem_univ i), hs] at h1
    rw [if_pos rfl]
    linarith
  · rw [if_neg h, hoff i j h]
```

A is symmetric because |xᵢ − xⱼ| = |xⱼ − xᵢ|, which is `abs_sub_comm`.

```lean
/-- The axial matrix is symmetric. -/
theorem axialMatrix_isSymm (x : ι → ℝ) : (axialMatrix x).IsSymm := by
  ext i j
  rw [transpose_apply]
  by_cases h : i = j
  · rw [h]
  · rw [axialMatrix, Matrix.of_apply, Matrix.of_apply, if_neg h, if_neg (Ne.symm h),
      abs_sub_comm]
```

**Q:** Now the factor 3. Does it really follow from equilibrium, or is it built into the definitions?

**A:** Put v = x in the formula for Av. The pair sum becomes twice the Coulomb force:

(Ax)ᵢ = xᵢ + 2Cᵢ(x).

In equilibrium Cᵢ = xᵢ and the right side is 3xᵢ. Conversely, xᵢ + 2Cᵢ = 3xᵢ gives Cᵢ = xᵢ. So Ax = 3x holds exactly at equilibria, the 3 being 1 from the trap and 2 from the exponent of the inverse-square force. The displayed identity is `key`, and each direction is one `linarith`.

```lean
/-- The axial matrix maps the position vector to three times itself exactly when the ions are
in equilibrium. -/
theorem breathing_iff (x : ι → ℝ) :
    axialMatrix x *ᵥ x = (3 : ℝ) • x ↔ IsEquilibrium x := by
  have key : ∀ i, (axialMatrix x *ᵥ x) i = x i + 2 * coulombForce x i := fun i => by
    rw [axialMatrix_mulVec, coulombForce, mul_sum]
    congr 1
    exact sum_congr rfl fun j _ => by ring
  constructor
  · intro h i
    have h1 := congrFun h i
    rw [key, Pi.smul_apply, smul_eq_mul] at h1
    linarith
  · intro h
    funext i
    have h1 := h i
    rw [key, Pi.smul_apply, smul_eq_mul]
    linarith
```

**Q:** Ax = 3x is empty if x = 0. What makes this a mode?

**A:** The main theorem settles that. Let u = (1, …, 1), written `(1 : ι → ℝ)`. The theorem reads: if there are at least two ions (`[Nontrivial ι]`), at distinct positions (`hx`) and in equilibrium (`heq`), then Au = u, Ax = 3x, x ≠ 0 and Σᵢ xᵢ = 0.

For v = u all differences vᵢ − vⱼ vanish, so Au = u; this is `hone`. If x were zero, two different ions would share the origin, against `hx`, and this is the only use of `hx` in this proof. A single ion rests at x = 0, which is why N = 1 is excluded. For the last claim, symmetry moves A onto u:

3 Σᵢ xᵢ = u · (Ax) = (Au) · x = Σᵢ xᵢ,

so Σᵢ xᵢ = 0. In Lean `h` is the move by symmetry and `h2` identifies u · x with the sum.

```lean
/-- Universal modes: for two or more ions at distinct positions in equilibrium, the axial matrix
fixes the all-ones vector and multiplies the position vector by three; the position vector is
nonzero and its entries sum to zero. -/
theorem universal_modes [Nontrivial ι] {x : ι → ℝ} (hx : Function.Injective x)
    (heq : IsEquilibrium x) :
    axialMatrix x *ᵥ (1 : ι → ℝ) = 1 ∧ axialMatrix x *ᵥ x = (3 : ℝ) • x ∧ x ≠ 0 ∧
      ∑ i, x i = 0 := by
  have hone : axialMatrix x *ᵥ (1 : ι → ℝ) = 1 := by
    funext i
    rw [axialMatrix_mulVec]
    simp
  have hb := (breathing_iff x).mpr heq
  refine ⟨hone, hb, ?_, ?_⟩
  · obtain ⟨i, j, hij⟩ := exists_pair_ne ι
    intro h0
    exact hij (hx (by simp [h0]))
  · -- symmetry gives 3 (1 · x) = 1 · A x = (A 1) · x = 1 · x
    have h : (1 : ι → ℝ) ⬝ᵥ axialMatrix x *ᵥ x = 1 ⬝ᵥ x := by
      rw [dotProduct_mulVec, ← mulVec_transpose, (axialMatrix_isSymm x).eq, hone]
    have h2 : (1 : ι → ℝ) ⬝ᵥ x = ∑ i, x i := by simp [dotProduct]
    rw [hb, dotProduct_smul, h2, smul_eq_mul] at h
    linarith
```

Both vectors are unnormalised in the code. The unit mode vectors are u/√N for the centre-of-mass motion and x/√(x · x) for the breathing motion, in which every ion moves in proportion to its distance from the centre. They are orthogonal because u · x = 0.

**Q:** Is the centre-of-mass mode the softest one? And is the equilibrium stable?

**A:** The statement about that concerns the quadratic form. Multiply (Av)ᵢ by vᵢ and sum:

v · Av = v · v + 2S, with S = Σᵢ Σ′ⱼ vᵢ(vᵢ − vⱼ)/|xᵢ − xⱼ|³.

Exchanging the names i and j in the sum over ordered pairs gives

S = Σᵢ Σ′ⱼ vⱼ(vⱼ − vᵢ)/|xⱼ − xᵢ|³.

Since vᵢ(vᵢ − vⱼ) + vⱼ(vⱼ − vᵢ) = (vᵢ − vⱼ)², adding the two forms yields

v · Av = v · v + Σᵢ Σ′ⱼ (vᵢ − vⱼ)²/|xᵢ − xⱼ|³,

with each unordered pair counted twice. The relabelling is `swap`, the expansion into two copies of S is `h1`, and the splitting of the square is `h2`.

```lean
/-- The quadratic form of the axial matrix is `v · v` plus the sum over ordered pairs of
`(vᵢ - vⱼ)²/|xᵢ - xⱼ|³`. -/
theorem quadraticForm_eq (x v : ι → ℝ) :
    v ⬝ᵥ axialMatrix x *ᵥ v
      = v ⬝ᵥ v + ∑ i, ∑ j ∈ univ.erase i, (v i - v j) ^ 2 / |x i - x j| ^ 3 := by
  -- exchange the labels of each ordered pair
  have swap : ∑ i, ∑ j ∈ univ.erase i, v i * (v i - v j) / |x i - x j| ^ 3
      = ∑ i, ∑ j ∈ univ.erase i, v j * (v j - v i) / |x j - x i| ^ 3 :=
    sum_comm' fun i j => by
      simp only [mem_univ, mem_erase, true_and, and_true]
      exact ne_comm
  have h1 : ∑ i, v i * (v i + ∑ j ∈ univ.erase i, 2 * (v i - v j) / |x i - x j| ^ 3)
      = ∑ i, v i * v i + ∑ i, (∑ j ∈ univ.erase i, v i * (v i - v j) / |x i - x j| ^ 3
        + ∑ j ∈ univ.erase i, v i * (v i - v j) / |x i - x j| ^ 3) := by
    rw [← sum_add_distrib]
    refine sum_congr rfl fun i _ => ?_
    rw [mul_add, mul_sum, ← sum_add_distrib]
    congr 1
    exact sum_congr rfl fun j _ => by ring
  have h2 : ∑ i, ∑ j ∈ univ.erase i, (v i - v j) ^ 2 / |x i - x j| ^ 3
      = ∑ i, (∑ j ∈ univ.erase i, v i * (v i - v j) / |x i - x j| ^ 3
        + ∑ j ∈ univ.erase i, v j * (v j - v i) / |x j - x i| ^ 3) := by
    refine sum_congr rfl fun i _ => ?_
    rw [← sum_add_distrib]
    exact sum_congr rfl fun j _ => by rw [abs_sub_comm (x j) (x i)]; ring
  simp only [dotProduct, axialMatrix_mulVec]
  rw [h1, h2]
  simp only [sum_add_distrib]
  linarith [swap]
```

Every term is nonnegative, so v · Av ≥ v · v. Equality needs every term to vanish, and at distinct positions that forces vᵢ = vⱼ for all i and j; a uniform v gives equality directly. Lean applies `sum_eq_zero_iff_of_nonneg` to the outer and then the inner sum and contradicts the result with `div_ne_zero`. Equilibrium is not assumed here.

```lean
/-- For ions at distinct positions `v · A v ≥ v · v` for every displacement `v`, with equality
exactly when all ions are displaced equally. -/
theorem centreOfMass_lowest {x : ι → ℝ} (hx : Function.Injective x) (v : ι → ℝ) :
    v ⬝ᵥ v ≤ v ⬝ᵥ axialMatrix x *ᵥ v ∧
      (v ⬝ᵥ axialMatrix x *ᵥ v = v ⬝ᵥ v ↔ ∀ i j, v i = v j) := by
  have hp : ∀ i j, 0 ≤ (v i - v j) ^ 2 / |x i - x j| ^ 3 := fun i j => by positivity
  have hin : ∀ i ∈ (univ : Finset ι),
      0 ≤ ∑ j ∈ univ.erase i, (v i - v j) ^ 2 / |x i - x j| ^ 3 :=
    fun i _ => sum_nonneg fun j _ => hp i j
  rw [quadraticForm_eq]
  refine ⟨by linarith [sum_nonneg hin], fun h i j => ?_, fun h => ?_⟩
  · by_contra hne
    have hij : i ≠ j := fun e => hne (by rw [e])
    have h0 : ∑ i, ∑ j ∈ univ.erase i, (v i - v j) ^ 2 / |x i - x j| ^ 3 = 0 := by linarith
    have h1 := (sum_eq_zero_iff_of_nonneg hin).mp h0 i (mem_univ i)
    have h2 := (sum_eq_zero_iff_of_nonneg fun k _ => hp i k).mp h1 j
      (mem_erase.mpr ⟨hij.symm, mem_univ j⟩)
    exact div_ne_zero (pow_ne_zero 2 (sub_ne_zero.mpr hne))
      (pow_ne_zero 3 (abs_ne_zero.mpr (sub_ne_zero.mpr fun e => hij (hx e)))) h2
  · have h0 : ∑ i, ∑ j ∈ univ.erase i, (v i - v j) ^ 2 / |x i - x j| ^ 3 = 0 :=
      sum_eq_zero fun i _ => sum_eq_zero fun j _ => by rw [h i j]; simp
    rw [h0, add_zero]
```

Inserting an eigenvector would give λ ≥ 1, with equality only for uniform displacements, which one reads as linear stability along the axis.

**Q:** All of this assumes an equilibrium. Does one exist?

**A:** The file exhibits one for N = 2 and leaves existence for larger N as the hypothesis `heq`. Place ion 0 at −a and ion 1 at +a with a > 0. Then C₁ = 2a/(2a)³, and x₁ = C₁ requires (2a)³ = 2, so a³ = 1/4 and a ≈ 0.630.

```lean
/-- The length `(1/4)^(1/3)`. -/
def halfSpacing : ℝ := (1 / 4 : ℝ) ^ ((1 : ℝ) / 3)

/-- Two ions placed at `±(1/4)^(1/3)`. -/
def twoIon : Fin 2 → ℝ := ![-halfSpacing, halfSpacing]
```

In the proof `hc` is a³ = 1/4, `a0` and `a1` say that the cubed separation is 2, and the two conditions reduce to −a = −2a/2 and a = 2a/2.

```lean
/-- The two ions at `±(1/4)^(1/3)` are at distinct positions and in equilibrium. -/
theorem twoIon_witness : Function.Injective twoIon ∧ IsEquilibrium twoIon := by
  have hpos : 0 < halfSpacing := Real.rpow_pos_of_pos (by norm_num) _
  have hc : halfSpacing ^ 3 = 1 / 4 := by
    rw [halfSpacing, ← Real.rpow_natCast, ← Real.rpow_mul (by norm_num)]
    norm_num
  constructor
  · intro i j h
    fin_cases i <;> fin_cases j <;>
      first
        | rfl
        | (exfalso; change -halfSpacing = halfSpacing at h; linarith)
        | (exfalso; change halfSpacing = -halfSpacing at h; linarith)
  · have e0 : univ.erase (0 : Fin 2) = {1} := by decide
    have e1 : univ.erase (1 : Fin 2) = {0} := by decide
    have x0 : twoIon 0 = -halfSpacing := rfl
    have x1 : twoIon 1 = halfSpacing := rfl
    have a0 : |-halfSpacing - halfSpacing| ^ 3 = 2 := by
      rw [abs_of_neg (by linarith)]
      linear_combination 8 * hc
    have a1 : |halfSpacing - -halfSpacing| ^ 3 = 2 := by
      rw [abs_of_pos (by linarith)]
      linear_combination 8 * hc
    rw [IsEquilibrium, Fin.forall_fin_two, coulombForce, coulombForce, e0, e1, sum_singleton,
      sum_singleton, x0, x1, a0, a1]
    constructor <;> ring

end

end IonChainModes
```

```lean
#print axioms IonChainModes.hasDerivAt_force
#print axioms IonChainModes.eq_axialMatrix
#print axioms IonChainModes.universal_modes
#print axioms IonChainModes.centreOfMass_lowest
```

```
'IonChainModes.hasDerivAt_force' depends on axioms: [propext, Classical.choice, Quot.sound]
'IonChainModes.eq_axialMatrix' depends on axioms: [propext, Classical.choice, Quot.sound]
'IonChainModes.universal_modes' depends on axioms: [propext, Classical.choice, Quot.sound]
'IonChainModes.centreOfMass_lowest' depends on axioms: [propext, Classical.choice, Quot.sound]
```

Here A has rows (2, −1) and (−1, 2), with unit eigenvectors (1, 1)/√2 for λ = 1 and (−1, 1)/√2 for λ = 3.

**Q:** Two ions have only two axial modes. Give me a case with room for more.

**A:** Take ions 0, 1, 2 at x = (−b, 0, b) with b > 0. The forces on ion 1 cancel, ion 0 mirrors ion 2, and for ion 2

b = 1/b² + 1/(2b)² = 5/(4b²),

so b³ = 5/4 and b ≈ 1.077. Neighbours couple with 2/b³ = 8/5 and the outer pair with 2/(2b)³ = 1/5. The rows of A are

(14/5, −8/5, −1/5), (−8/5, 21/5, −8/5), (−1/5, −8/5, 14/5).

Each row sums to 1, and A(−1, 0, 1) = (−3, 0, 3), with unit vector (−1, 0, 1)/√2. The remaining mode (1, −2, 1)/√6 has eigenvalue 29/5. This arithmetic, like the passage from A to equations of motion, frequencies and stability, is ordinary reasoning beside the file and not a theorem in it.

**Q:** Then what physics is left out, and where does the result matter?

**A:** The model has identical point ions on a line in an exactly harmonic trap. Transverse motion and the buckling of the chain into a zigzag, unequal masses, trap anharmonicity and the time dependence of radio-frequency fields are absent. No theorem says that 3 is the second-lowest eigenvalue or gives the higher ones. For identical ions moving only along the axis and treated to harmonic order, the two modes quantise as oscillators with level spacings ħω and √3 ħω whatever N ≥ 2 is, ħ being the reduced Planck constant. A numerical axial force-constant matrix for this same one-dimensional model should show, in units of mω² and for N ≥ 2, the eigenvalues 1 and 3 at a converged equilibrium.
